# For a 1s density, a radial cutoff loses a smaller fraction of the Lamb shielding integral than of the charge

An atom in a magnetic field carries a diamagnetic electron current that shields its nucleus. For a spherical electron density \(n(r)\), with the gauge origin at the nucleus, Ramsey's diamagnetic term reduces to Lamb's formula: a constant times the integral of \(n/r\) over space. Suppose the density is tabulated only out to a radius \(R\). Part of the charge is missing, and so is part of the shielding. Which loses the larger fraction?

The factor \(1/r\) favours the region near the nucleus, so the shielding should lose less. This holds for every nonnegative spherical density with finite charge and finite Lamb integral, provided that some but not all of the charge lies beyond \(R>0\). For the 1s density both fractions have closed forms.

```lean
import Mathlib

open MeasureTheory Set Filter Topology
open scoped Real

namespace LambShieldingCutoff

noncomputable section
```

## Charge and Lamb integral, shell by shell

A shell of radius \(r\) has area \(4\pi r^2\), so the charge, counted in electrons, within a set \(S\) of radii is

\[ Q(S)=\int_S 4\pi r^2\,n(r)\,dr . \]

In Lean the density is a function `n : ℝ → ℝ` of the radius alone.

```lean
/-- Charge of the spherical density `n` contained in the shells with radii in `S`. -/
def chargeIn (n : ℝ → ℝ) (S : Set ℝ) : ℝ := ∫ r in S, 4 * π * r ^ 2 * n r
```

The Lamb integral over the same shells is

\[ L(S)=\int_S 4\pi r^2\,\frac{n(r)}{r}\,dr . \]

The constant in front of the shielding is left out, since it cancels in a fraction.

```lean
/-- Lamb integral of density over distance, taken over the shells with radii in `S`,
for `S` a set of positive radii. -/
def lambIn (n : ℝ → ℝ) (S : Set ℝ) : ℝ := ∫ r in S, 4 * π * r ^ 2 * (n r / r)
```

Write \(Q_>\) and \(L_>\) for the integrals over \(r>R\), which is `Ioi R`, and \(Q\) and \(L\) for those over \(r>0\). The missing fraction of charge is \(Q_>/Q\).

```lean
/-- Fraction of the charge lost by a cutoff at radius `R`, for a density of nonzero total charge. -/
def missingCharge (n : ℝ → ℝ) (R : ℝ) : ℝ := chargeIn n (Ioi R) / chargeIn n (Ioi 0)
```

The missing fraction of the Lamb integral is \(L_>/L\). In both fractions the density is held fixed and is not renormalised after the cut.

```lean
/-- Fraction of the Lamb integral lost by a cutoff at radius `R`, for a density whose total
Lamb integral is nonzero. -/
def missingLamb (n : ℝ → ℝ) (R : ℝ) : ℝ := lambIn n (Ioi R) / lambIn n (Ioi 0)
```

The example is the hydrogenic 1s density for one electron and nuclear charge \(Z\), with lengths in bohr:

\[ n(r)=\frac{Z^3}{\pi}\,e^{-2Zr}. \]

```lean
/-- The hydrogenic 1s density `(Z³/π) exp(-2Zr)`. -/
def density1s (Z r : ℝ) : ℝ := Z ^ 3 / π * Real.exp (-2 * Z * r)
```

## Comparing the two sides of the cutoff

At a positive radius the two integrands differ by one factor of \(r\):

\[ 4\pi r^2 n = r\cdot 4\pi r^2\,\frac{n}{r}. \]

```lean
/-- At a positive radius, the charge in a shell is the radius times its Lamb contribution. -/
theorem shell_charge_eq (x : ℝ) {r : ℝ} (hr : 0 < r) :
    4 * π * r ^ 2 * x = r * (4 * π * r ^ 2 * (x / r)) := by
  have h := div_mul_cancel₀ x hr.ne'
  linear_combination (-(4 * π * r ^ 2)) * h
```

Beyond the cutoff this gives

\[ Q_>-R\,L_>=\int_R^\infty (r-R)\,4\pi r^2\,\frac{n(r)}{r}\,dr\;\ge 0 . \]

If the integral were zero, its nonnegative integrand would vanish almost everywhere. Since \(r-R>0\) there, \(n\) would vanish almost everywhere beyond \(R\), and \(Q_>\) would be zero. So \(R\,L_><Q_>\) whenever \(Q_>>0\). In the proof, `hd` is the factorisation by \(r-R\), `hnn` its sign, and `hz` the vanishing integrand that leads to the contradiction.

```lean
/-- For a nonnegative density with integrable charge and Lamb integrands and some charge beyond
`R > 0`, the Lamb integral beyond `R` is strictly less than the charge there divided by `R`. -/
theorem lamb_tail_lt {n : ℝ → ℝ} {R : ℝ} (hR : 0 < R) (hn : ∀ r, R < r → 0 ≤ n r)
    (hQ : IntegrableOn (fun r => 4 * π * r ^ 2 * n r) (Ioi R))
    (hL : IntegrableOn (fun r => 4 * π * r ^ 2 * (n r / r)) (Ioi R))
    (hpos : 0 < chargeIn n (Ioi R)) :
    R * lambIn n (Ioi R) < chargeIn n (Ioi R) := by
  have hd : ∀ r, R < r → 4 * π * r ^ 2 * n r - R * (4 * π * r ^ 2 * (n r / r))
      = (r - R) * (4 * π * r ^ 2 * (n r / r)) := by
    intro r hr
    rw [shell_charge_eq (n r) (hR.trans hr)]
    ring
  have hnn : 0 ≤ᵐ[volume.restrict (Ioi R)]
      (fun r => 4 * π * r ^ 2 * n r - R * (4 * π * r ^ 2 * (n r / r))) := by
    filter_upwards [ae_restrict_mem measurableSet_Ioi] with r hr
    have hr' : R < r := hr
    change 0 ≤ 4 * π * r ^ 2 * n r - R * (4 * π * r ^ 2 * (n r / r))
    rw [hd r hr']
    have h1 : 0 ≤ n r / r := div_nonneg (hn r hr') (hR.trans hr').le
    exact mul_nonneg (sub_pos.2 hr').le (by positivity)
  have hint := hQ.sub (hL.const_mul R)
  have heq : ∫ r in Ioi R, (4 * π * r ^ 2 * n r - R * (4 * π * r ^ 2 * (n r / r)))
      = chargeIn n (Ioi R) - R * lambIn n (Ioi R) := by
    rw [integral_sub hQ (hL.const_mul R), integral_const_mul]
    rfl
  have hge := integral_nonneg_of_ae hnn
  rw [heq] at hge
  refine lt_of_le_of_ne (by linarith) (fun h => ?_)
  -- equality would force the density to vanish almost everywhere beyond `R`
  have hz := (integral_eq_zero_iff_of_nonneg_ae hnn hint).1 (by rw [heq, h, sub_self])
  have hc : chargeIn n (Ioi R) = 0 := by
    apply integral_eq_zero_of_ae
    filter_upwards [hz, ae_restrict_mem measurableSet_Ioi] with r h0 hr
    have hr' : R < r := hr
    change 4 * π * r ^ 2 * n r - R * (4 * π * r ^ 2 * (n r / r)) = 0 at h0
    change 4 * π * r ^ 2 * n r = 0
    rw [hd r hr'] at h0
    rw [shell_charge_eq (n r) (hR.trans hr'),
      (mul_eq_zero.1 h0).resolve_left (sub_pos.2 hr').ne', mul_zero]
  exact hpos.ne' hc
```

Inside the cutoff \(r\le R\), so the comparison runs the other way. With \(Q_<\) and \(L_<\) for the integrals over \(0<r\le R\), which is `Ioc 0 R`,

\[ Q_<=\int_0^R r\cdot 4\pi r^2\,\frac{n}{r}\,dr\;\le\;R\,L_< . \]

Lean compares the integrands point by point with `setIntegral_mono_on`.

```lean
/-- For a nonnegative density with integrable charge and Lamb integrands, the charge inside
radius `R` is at most `R` times the Lamb integral inside `R`. -/
theorem charge_core_le {n : ℝ → ℝ} {R : ℝ} (hn : ∀ r, 0 < r → 0 ≤ n r)
    (hQ : IntegrableOn (fun r => 4 * π * r ^ 2 * n r) (Ioc 0 R))
    (hL : IntegrableOn (fun r => 4 * π * r ^ 2 * (n r / r)) (Ioc 0 R)) :
    chargeIn n (Ioc 0 R) ≤ R * lambIn n (Ioc 0 R) := by
  unfold chargeIn lambIn
  rw [← integral_const_mul]
  refine setIntegral_mono_on hQ (hL.const_mul R) measurableSet_Ioc (fun r hr => ?_)
  rw [shell_charge_eq (n r) hr.1]
  have h1 : 0 ≤ n r / r := div_nonneg (hn r hr.1) hr.1.le
  exact mul_le_mul_of_nonneg_right hr.2 (by positivity)
```

Now split the totals, \(Q=Q_<+Q_>\) and \(L=L_<+L_>\). Because not all the charge lies outside, \(Q_<>0\), and then \(R\,L_<\ge Q_<\) makes \(L_<\) positive too. The two comparisons combine to

\[ R\,L_>Q_< \;<\; Q_>Q_< \;\le\; R\,Q_>L_< . \]

Dividing by \(R\) gives \(L_>Q_<<Q_>L_<\). Adding \(L_>Q_>\) to both sides gives \(L_>Q<Q_>L\), and division by \(QL>0\) yields

\[ \frac{L_>}{L}<\frac{Q_>}{Q}. \]

In the theorem, `hn` says that the density is nonnegative, `hQ` and `hL` that the charge and the Lamb integral are finite, and `hsome` and `hnotall` that some but not all of the charge is lost. If none or all of it were lost, the two fractions would be equal. The steps `a1` to `a4` are the chain above and its division by \(R\).

For a fixed spherical density, a radial grid that is long enough for a given relative truncation error in the charge is therefore long enough for the same relative error in the Lamb integral. The theorem does not treat Ramsey's paramagnetic term, non-spherical densities, or errors in the density itself.

```lean
/-- For every nonnegative spherical density with integrable charge and Lamb integrands, a cutoff
at `R > 0` that loses some but not all of the charge loses a strictly smaller fraction of the
Lamb integral than of the charge. -/
theorem missingLamb_lt_missingCharge {n : ℝ → ℝ} {R : ℝ} (hR : 0 < R)
    (hn : ∀ r, 0 < r → 0 ≤ n r)
    (hQ : IntegrableOn (fun r => 4 * π * r ^ 2 * n r) (Ioi 0))
    (hL : IntegrableOn (fun r => 4 * π * r ^ 2 * (n r / r)) (Ioi 0))
    (hsome : 0 < chargeIn n (Ioi R)) (hnotall : chargeIn n (Ioi R) < chargeIn n (Ioi 0)) :
    missingLamb n R < missingCharge n R := by
  have hs : Ioi R ⊆ Ioi (0 : ℝ) := Ioi_subset_Ioi hR.le
  have hc : Ioc 0 R ⊆ Ioi (0 : ℝ) := fun _ h => h.1
  have hdis : Disjoint (Ioc 0 R) (Ioi R) :=
    Set.disjoint_left.2 fun _ hx hy => not_lt_of_ge hx.2 hy
  -- split both totals into core and tail
  have eQ : chargeIn n (Ioi 0) = chargeIn n (Ioc 0 R) + chargeIn n (Ioi R) := by
    unfold chargeIn
    rw [← Ioc_union_Ioi_eq_Ioi hR.le]
    exact setIntegral_union hdis measurableSet_Ioi (hQ.mono_set hc) (hQ.mono_set hs)
  have eL : lambIn n (Ioi 0) = lambIn n (Ioc 0 R) + lambIn n (Ioi R) := by
    unfold lambIn
    rw [← Ioc_union_Ioi_eq_Ioi hR.le]
    exact setIntegral_union hdis measurableSet_Ioi (hL.mono_set hc) (hL.mono_set hs)
  have ht := lamb_tail_lt hR (fun r h => hn r (hR.trans h)) (hQ.mono_set hs)
    (hL.mono_set hs) hsome
  have hk := charge_core_le hn (hQ.mono_set hc) (hL.mono_set hc)
  have htL : 0 ≤ lambIn n (Ioi R) := by
    refine setIntegral_nonneg measurableSet_Ioi (fun r hr => ?_)
    have hr0 : 0 < r := hs hr
    have h1 : 0 ≤ n r / r := div_nonneg (hn r hr0) hr0.le
    positivity
  have hiQ : 0 < chargeIn n (Ioc 0 R) := by linarith
  have hiL : 0 < lambIn n (Ioc 0 R) := by
    by_contra h
    have h' := mul_nonpos_of_nonneg_of_nonpos hR.le (not_lt.1 h)
    linarith
  -- compare the cross products of core and tail
  have a1 := mul_lt_mul_of_pos_right ht hiQ
  have a2 := mul_le_mul_of_nonneg_left hk hsome.le
  have a3 : R * (lambIn n (Ioi R) * chargeIn n (Ioc 0 R))
      < R * (chargeIn n (Ioi R) * lambIn n (Ioc 0 R)) := by linarith
  have a4 := lt_of_mul_lt_mul_left a3 hR.le
  unfold missingLamb missingCharge
  rw [eQ, eL, div_lt_div_iff₀ (by linarith) (by linarith)]
  linarith
```

## Closed forms for the 1s density

Both 1s tails come from one antiderivative with a parameter \(c\):

\[ F_c(r)=-e^{-2Zr}\bigl(1+2Zr+c\,(2Zr)^2\bigr), \]

\[ F_c'(r)=e^{-2Zr}\,4Z^2\bigl((1-2c)\,r+2cZr^2\bigr). \]

Since \(F_c\to0\) at infinity, the integral of \(F_c'\) from \(R\) outwards is \(-F_c(R)\). In Lean, `hder` is the derivative and `hlim` the limit. The range \(0\le c\le\tfrac12\) keeps the integrand nonnegative, which lets the library theorem evaluate the improper integral without a separate proof of integrability.

```lean
/-- Closed form of the exponential tail integrals, for `Z > 0`, `R ≥ 0` and `0 ≤ c ≤ 1/2`. -/
theorem exp_tail {Z R c : ℝ} (hZ : 0 < Z) (hR : 0 ≤ R) (hc : 0 ≤ c) (hc' : c ≤ 1 / 2) :
    ∫ r in Ioi R, Real.exp (-2 * Z * r) * (4 * Z ^ 2 * ((1 - 2 * c) * r + 2 * c * Z * r ^ 2))
      = Real.exp (-2 * Z * R) * (1 + 2 * Z * R + c * (2 * Z * R) ^ 2) := by
  have hder : ∀ r ∈ Ici R, HasDerivAt
      (fun x => -(Real.exp (-2 * Z * x) * (1 + 2 * Z * x + c * (2 * Z * x) ^ 2)))
      (Real.exp (-2 * Z * r) * (4 * Z ^ 2 * ((1 - 2 * c) * r + 2 * c * Z * r ^ 2))) r := by
    intro r _
    have h1 : HasDerivAt (fun x : ℝ => -2 * Z * x) (-2 * Z) r := by
      simpa using (hasDerivAt_id r).const_mul (-2 * Z)
    have h2 : HasDerivAt (fun x : ℝ => 2 * Z * x) (2 * Z) r := by
      simpa using (hasDerivAt_id r).const_mul (2 * Z)
    have h3 := (h2.const_add 1).fun_add ((h2.fun_pow 2).const_mul c)
    refine (h1.exp.fun_mul h3).fun_neg.congr_deriv ?_
    norm_num
    ring
  have hlim : Tendsto
      (fun x => -(Real.exp (-2 * Z * x) * (1 + 2 * Z * x + c * (2 * Z * x) ^ 2)))
      atTop (𝓝 0) := by
    have hu : Tendsto (fun x : ℝ => 2 * Z * x) atTop atTop :=
      tendsto_id.const_mul_atTop (by positivity)
    have h := fun k : ℕ => (Real.tendsto_pow_mul_exp_neg_atTop_nhds_zero k).comp hu
    have h3 := (((h 0).add (h 1)).add ((h 2).const_mul c)).neg
    have h4 : -(0 + 0 + c * 0) = (0 : ℝ) := by ring
    rw [h4] at h3
    refine h3.congr (fun x => ?_)
    have h5 : -(2 * Z * x) = -2 * Z * x := by ring
    simp only [Function.comp_apply]
    rw [h5]
    ring
  rw [integral_Ioi_of_hasDerivAt_of_nonneg' hder (fun r hr => ?_) hlim]
  · ring
  · have hr0 : 0 ≤ r := hR.trans (le_of_lt hr)
    have h1 : 0 ≤ 1 - 2 * c := by linarith
    positivity
```

The charge integrand is \(4Z^3r^2e^{-2Zr}\), the case \(c=\tfrac12\). The Lamb integrand is \(4Z^3r\,e^{-2Zr}\), which is \(Z\) times the case \(c=0\). Setting the lower limit to zero gives \(Q=1\) and \(L=Z\), so

\[ \frac{Q_>}{Q}=e^{-2ZR}\bigl(1+2ZR+2Z^2R^2\bigr),\qquad \frac{L_>}{L}=e^{-2ZR}\bigl(1+2ZR\bigr). \]

They differ by \(2Z^2R^2e^{-2ZR}>0\). The strict inequality is read off from this difference, without the general theorem. The functions `hq` and `hl` give the tails from any radius \(a\ge0\), and `q0` and `l0` are the totals.

```lean
/-- For `Z > 0` and a cutoff `R > 0`, the 1s density loses the fraction
`exp(-2ZR)(1 + 2ZR + 2Z²R²)` of its charge and the strictly smaller fraction
`exp(-2ZR)(1 + 2ZR)` of its Lamb integral. -/
theorem missing_fractions_1s {Z R : ℝ} (hZ : 0 < Z) (hR : 0 < R) :
    missingCharge (density1s Z) R
        = Real.exp (-2 * Z * R) * (1 + 2 * Z * R + 2 * Z ^ 2 * R ^ 2) ∧
      missingLamb (density1s Z) R = Real.exp (-2 * Z * R) * (1 + 2 * Z * R) ∧
      missingLamb (density1s Z) R < missingCharge (density1s Z) R := by
  have hπ : Z ^ 3 / π * π = Z ^ 3 := div_mul_cancel₀ _ Real.pi_ne_zero
  have hq : ∀ a : ℝ, 0 ≤ a → chargeIn (density1s Z) (Ioi a)
      = Real.exp (-2 * Z * a) * (1 + 2 * Z * a + 1 / 2 * (2 * Z * a) ^ 2) := by
    intro a ha
    rw [← exp_tail hZ ha (by norm_num) le_rfl]
    refine setIntegral_congr_fun measurableSet_Ioi (fun r _ => ?_)
    simp only [density1s]
    linear_combination (4 * r ^ 2 * Real.exp (-2 * Z * r)) * hπ
  have hl : ∀ a : ℝ, 0 ≤ a → lambIn (density1s Z) (Ioi a)
      = Z * (Real.exp (-2 * Z * a) * (1 + 2 * Z * a + 0 * (2 * Z * a) ^ 2)) := by
    intro a ha
    rw [← exp_tail hZ ha le_rfl (by norm_num), ← integral_const_mul]
    refine setIntegral_congr_fun measurableSet_Ioi (fun r hr => ?_)
    have hr0 : 0 < r := lt_of_le_of_lt ha hr
    have h2 := div_mul_cancel₀ (Z ^ 3 / π * Real.exp (-2 * Z * r)) hr0.ne'
    simp only [density1s]
    linear_combination (4 * π * r) * h2 + (4 * r * Real.exp (-2 * Z * r)) * hπ
  -- the total charge is 1 and the total Lamb integral is Z
  have q0 : chargeIn (density1s Z) (Ioi 0) = 1 := by rw [hq 0 le_rfl]; simp
  have l0 : lambIn (density1s Z) (Ioi 0) = Z := by rw [hl 0 le_rfl]; simp
  have hC : missingCharge (density1s Z) R
      = Real.exp (-2 * Z * R) * (1 + 2 * Z * R + 2 * Z ^ 2 * R ^ 2) := by
    rw [missingCharge, q0, hq R hR.le]
    ring
  have hM : missingLamb (density1s Z) R = Real.exp (-2 * Z * R) * (1 + 2 * Z * R) := by
    rw [missingLamb, l0, hl R hR.le, mul_div_cancel_left₀ _ hZ.ne']
    ring
  refine ⟨hC, hM, ?_⟩
  rw [hC, hM]
  have h : 0 < Real.exp (-2 * Z * R) * (2 * Z ^ 2 * R ^ 2) := by positivity
  linarith
```

At \(R=0\) both fractions equal 1 and the strict inequality fails. For small \(ZR\), a Taylor expansion that the file does not contain shows the captured fractions to be about \(2(ZR)^2\) for the Lamb integral and \(\tfrac43(ZR)^3\) for the charge, so the shielding builds up first.

At large cutoffs the gap can be measured by a ratio. Multiplying the Lamb fraction by \(ZR\) gives

\[ ZR\,\frac{L_>}{L}=e^{-2ZR}\bigl(ZR+2Z^2R^2\bigr)=\frac{Q_>}{Q}-e^{-2ZR}(1+ZR)<\frac{Q_>}{Q}. \]

The missing Lamb fraction is thus below the missing charge fraction divided by \(ZR\), which improves on the plain inequality once \(ZR>1\).

```lean
/-- For the 1s density with `Z > 0` and a cutoff `R > 0`, the missing fraction of the Lamb
integral is less than the missing fraction of charge divided by `ZR`. -/
theorem missingLamb_1s_lt_div {Z R : ℝ} (hZ : 0 < Z) (hR : 0 < R) :
    missingLamb (density1s Z) R < missingCharge (density1s Z) R / (Z * R) := by
  obtain ⟨hC, hM, _⟩ := missing_fractions_1s hZ hR
  rw [hC, hM, lt_div_iff₀ (mul_pos hZ hR)]
  have h : 0 < Real.exp (-2 * Z * R) * (1 + Z * R) := by positivity
  linarith

end

end LambShieldingCutoff
```

```lean
#print axioms LambShieldingCutoff.missingLamb_lt_missingCharge
#print axioms LambShieldingCutoff.missingLamb_1s_lt_div
```

```
'LambShieldingCutoff.missingLamb_lt_missingCharge' depends on axioms: [propext, Classical.choice, Quot.sound]
'LambShieldingCutoff.missingLamb_1s_lt_div' depends on axioms: [propext, Classical.choice, Quot.sound]
```
